# The Hartree-Fock density of states of the electron gas tends to zero at the Fermi momentum

In a uniform electron gas treated by Hartree-Fock, an electron of momentum $k$ exchanges with every electron of the same spin in the filled Fermi sphere through the bare Coulomb interaction. How many states per unit energy does this leave near the Fermi surface?

Let $x=k/k_F>0$, and measure energies in $\hbar^2k_F^2/m$. The band is

$$e(x)=\frac{x^2}{2}-\frac c2 I(x),\qquad I(x)=\int_0^1 p^2\int_{-1}^{1}\frac{du\,dp}{x^2+p^2-2xpu},$$

where $p$ is the momentum of an occupied state in units of $k_F$, $u$ is the cosine of the angle between the two momenta, and $c$ is the exchange strength, equal to $2/(\pi k_F)$ in atomic units. With $L(x)=\ln\left|\frac{1+x}{1-x}\right|$, and with the term containing $L$ in $F$ given its limiting value $0$ at $x=1$, the results are

$$I(x)=2F(x),\quad F(x)=\frac12+\frac{1-x^2}{4x}L(x),\qquad \frac{x^2}{\pi^2e'(x)}\to0\ \text{ as } x\to1,\ c>0.$$

The last expression is the density of states per volume for both spins, in units of $mk_F/\hbar^2$.

## Exchange quadrature and Fermi-surface sampling

For the unpolarised three-dimensional gas at zero temperature with unscreened exchange, $F$ gives a code an exact reference for its exchange quadrature, including the logarithmic singularity at $p=x$. In the units above, $-cF(x)$ is also the bare-exchange part of a GW self-energy built on free-electron occupations. Near $x=1$ the density of states falls only as $1/\ln(1/|1-x|)$, so it comes near zero only very close to $k_F$, and a coarse momentum mesh can miss the dip altogether.

## From the Coulomb kernel to the diverging slope

For $p>0$, $p\neq x$, the denominator is $(x-p)^2+2xp(1-u)>0$, and

$$\int_{-1}^{1}\frac{du}{x^2+p^2-2xpu}=\frac1{2xp}\ln\frac{(x+p)^2}{(x-p)^2}=\frac1{xp}\ln\left|\frac{x+p}{x-p}\right|.$$

Hence $I(x)=\frac1x\int_0^1p\ln\left|\frac{x+p}{x-p}\right|dp$. An antiderivative of the integrand is

$$G(p)=\frac{p^2-x^2}{2}\ln\left|\frac{p+x}{p-x}\right|+xp.$$

Differentiating the logarithm contributes $\frac{p^2-x^2}{2}\cdot\frac{-2x}{p^2-x^2}=-x$, which cancels the derivative of $xp$. The prefactor makes $G$ continuous through $p=x$. Since $G(0)=0$ and $G(1)=x+\frac{1-x^2}{2}L(x)=2xF(x)$, we get $I=2F$. At $x=1$, continuity gives $G(1)=1$.

For $x\neq1$, $L'=2/(1-x^2)$ and $\left(\frac{1-x^2}{4x}\right)'=-\frac{1+x^2}{4x^2}$, so

$$F'(x)=\frac1{2x}-\frac{1+x^2}{4x^2}L(x),$$

$$e'(x)=x-cF'(x)=x-\frac c{2x}+\frac{c(1+x^2)}{4x^2}L(x).$$

As $x\to1$, the first two terms tend to $1-c/2$, the coefficient of $L$ tends to $c/2>0$, and $L\to+\infty$. The slope diverges, and the density of states tends to zero.

The condition $c>0$ matters: for $c=0$ the density of states is $x/\pi^2$, which tends to $1/\pi^2$.

## The Lean file

```lean
import Mathlib

open Filter Topology MeasureTheory Real

namespace HartreeFockElectronGas

noncomputable section

variable {x p c : ℝ}

/-- The exchange function `F` of the electron gas, for momentum `x > 0` in units of the Fermi
momentum; at `x = 1` the logarithmic term is taken to be zero. -/
def exchangeF (x : ℝ) : ℝ := 1 / 2 + (1 - x ^ 2) / (4 * x) * log |(1 + x) / (1 - x)|

/-- The Coulomb kernel `1/|k - p|²` integrated over the filled Fermi sphere, in the radial
variable `p` and the cosine `u` of the angle between `k` and `p`, without the azimuthal factor
`2π`; the domain is `x = |k| > 0`. -/
def fockIntegral (x : ℝ) : ℝ :=
  ∫ p in (0 : ℝ)..1, p ^ 2 * ∫ u in (-1 : ℝ)..1, 1 / (x ^ 2 + p ^ 2 - 2 * x * p * u)

/-- The Hartree-Fock band: kinetic energy minus exchange of strength `c`, for `x > 0`.
In atomic units `c = 2 / (π k_F)`, and energies are in units of `k_F²`. -/
def hfBand (c x : ℝ) : ℝ := x ^ 2 / 2 - c / 2 * fockIntegral x

/-- The density of states per volume, both spins, at the band energy of momentum `x`, in units of
`k_F` (atomic units), for `x > 0` on a band that increases with momentum; the slope at `x` must
exist and be positive. -/
def hfDos (c x : ℝ) : ℝ := x ^ 2 / (π ^ 2 * deriv (hfBand c) x)

/-- The angular integral of the Coulomb kernel between momenta of different positive
magnitudes is a logarithm. -/
theorem coulomb_angular_integral (hx : 0 < x) (hp : 0 < p) (hpx : p ≠ x) :
    ∫ u in (-1 : ℝ)..1, 1 / (x ^ 2 + p ^ 2 - 2 * x * p * u)
      = 1 / (x * p) * log |(x + p) / (x - p)| := by
  have hs : x - p ≠ 0 := sub_ne_zero.mpr (Ne.symm hpx)
  -- the squared distance stays positive on the whole range of angles
  have hpos : ∀ u ∈ Set.uIcc (-1 : ℝ) 1, 0 < x ^ 2 + p ^ 2 - 2 * x * p * u := by
    intro u hu
    rw [Set.uIcc_of_le (by norm_num)] at hu
    have h1 : 0 < (x - p) ^ 2 := lt_of_le_of_ne (sq_nonneg _) (pow_ne_zero 2 hs).symm
    nlinarith [mul_nonneg (mul_pos hx hp).le (sub_nonneg.2 hu.2)]
  have hd : ∀ u ∈ Set.uIcc (-1 : ℝ) 1,
      HasDerivAt (fun u => -(1 / (2 * x * p)) * log (x ^ 2 + p ^ 2 - 2 * x * p * u))
        (1 / (x ^ 2 + p ^ 2 - 2 * x * p * u)) u := by
    intro u hu
    have hD := (hpos u hu).ne'
    refine (((((hasDerivAt_id' u).const_mul (2 * x * p)).const_sub
      (x ^ 2 + p ^ 2)).log hD).const_mul (-(1 / (2 * x * p)))).congr_deriv ?_
    generalize x ^ 2 + p ^ 2 - 2 * x * p * u = D at hD ⊢
    field_simp
  have hi : IntervalIntegrable (fun u : ℝ => 1 / (x ^ 2 + p ^ 2 - 2 * x * p * u))
      volume (-1) 1 :=
    (continuousOn_const.div (by fun_prop) (fun u hu => (hpos u hu).ne')).intervalIntegrable
  rw [intervalIntegral.integral_eq_sub_of_hasDerivAt hd hi,
    show x ^ 2 + p ^ 2 - 2 * x * p * 1 = (x - p) ^ 2 by ring,
    show x ^ 2 + p ^ 2 - 2 * x * p * (-1) = (x + p) ^ 2 by ring,
    log_pow, log_pow, log_abs, log_div (add_pos hx hp).ne' hs]
  push_cast
  ring

/-- The radial exchange integral over the Fermi sphere equals `2 x F(x)` for every `x > 0`. -/
theorem radial_exchange_integral (hx : 0 < x) :
    ∫ p in (0 : ℝ)..1, p * log |(x + p) / (x - p)| = 2 * x * exchangeF x := by
  have hae : ∀ᵐ p : ℝ ∂volume, p ≠ x := by simp [ae_iff]
  have hcongr : ∫ p in (0 : ℝ)..1, p * log |(x + p) / (x - p)|
      = ∫ p in (0 : ℝ)..1, p * (log (p + x) - log (p - x)) := by
    apply intervalIntegral.integral_congr_ae
    filter_upwards [hae] with p hp hI
    rw [Set.uIoc_of_le zero_le_one] at hI
    rw [log_abs, log_div (add_pos hx hI.1).ne' (sub_ne_zero.mpr (Ne.symm hp)),
      add_comm x p, ← neg_sub p x, log_neg_eq_log]
  -- an antiderivative that is continuous through the singular point `p = x`
  have a1 : Continuous (fun p : ℝ => (p + x) * log (p + x)) :=
    Real.continuous_mul_log.comp (by fun_prop : Continuous fun p : ℝ => p + x)
  have a2 : Continuous (fun p : ℝ => (p - x) * log (p - x)) :=
    Real.continuous_mul_log.comp (by fun_prop : Continuous fun p : ℝ => p - x)
  have hc : Continuous (fun p : ℝ => ((p - x) * ((p + x) * log (p + x))
      - (p + x) * ((p - x) * log (p - x))) / 2 + x * p) :=
    ((((by fun_prop : Continuous fun p : ℝ => p - x).mul a1).sub
      ((by fun_prop : Continuous fun p : ℝ => p + x).mul a2)).div_const 2).add (by fun_prop)
  have hi : IntervalIntegrable (fun p : ℝ => p * (log (p + x) - log (p - x))) volume 0 1 := by
    have i1 : IntervalIntegrable (fun p : ℝ => log (p + x)) volume 0 1 := by
      simpa using (intervalIntegral.intervalIntegrable_log'
        (a := 0 + x) (b := 1 + x)).comp_add_right x
    have i2 : IntervalIntegrable (fun p : ℝ => log (p - x)) volume 0 1 := by
      simpa using (intervalIntegral.intervalIntegrable_log'
        (a := 0 - x) (b := 1 - x)).comp_sub_right x
    exact (i1.sub i2).continuousOn_mul continuousOn_id
  rw [hcongr, integral_eq_of_hasDerivAt_off_countable _ _ (Set.countable_singleton x)
    hc.continuousOn ?_ hi]
  · have h0 : log (0 - x) = log (0 + x) := by rw [zero_sub, zero_add, log_neg_eq_log]
    by_cases h1 : x = 1
    · subst h1
      norm_num [exchangeF]
    · rw [exchangeF, log_abs, log_div (by positivity) (sub_ne_zero.mpr (Ne.symm h1)), h0]
      generalize log (1 - x) = a
      generalize log (1 + x) = b
      generalize log (0 + x) = d
      field_simp
      ring
  · intro p hp
    have hp0 : 0 < p := by simpa using hp.1.1
    have h1 : p + x ≠ 0 := (add_pos hp0 hx).ne'
    have h2 : p - x ≠ 0 := sub_ne_zero.mpr (fun h => hp.2 h)
    have u := (hasDerivAt_id' p).add_const x
    have v := (hasDerivAt_id' p).sub_const x
    refine ((((v.fun_mul (u.fun_mul (u.log h1))).fun_sub
      (u.fun_mul (v.fun_mul (v.log h2)))).div_const 2).fun_add
      ((hasDerivAt_id' p).const_mul x)).congr_deriv ?_
    generalize log (p + x) = a
    generalize log (p - x) = b
    field_simp
    ring

/-- The Fock integral over the Fermi sphere is `2 F(x)` for every `x > 0`. -/
theorem fockIntegral_eq (hx : 0 < x) : fockIntegral x = 2 * exchangeF x := by
  have hae : ∀ᵐ p : ℝ ∂volume, p ≠ x := by simp [ae_iff]
  have h : fockIntegral x = ∫ p in (0 : ℝ)..1, x⁻¹ * (p * log |(x + p) / (x - p)|) := by
    apply intervalIntegral.integral_congr_ae
    filter_upwards [hae] with p hp hI
    rw [Set.uIoc_of_le zero_le_one] at hI
    have hp0 : 0 < p := hI.1
    rw [coulomb_angular_integral hx hp0 hp]
    generalize log |(x + p) / (x - p)| = L
    field_simp
  rw [h, intervalIntegral.integral_const_mul, radial_exchange_integral hx]
  field_simp

/-- The slope of the exchange function at positive momentum away from the Fermi surface. -/
theorem hasDerivAt_exchangeF (hx : 0 < x) (h1 : x ≠ 1) :
    HasDerivAt exchangeF
      (1 / (2 * x) - (1 + x ^ 2) / (4 * x ^ 2) * log |(1 + x) / (1 - x)|) x := by
  have hm : 1 - x ≠ 0 := sub_ne_zero.mpr (Ne.symm h1)
  have hq : 1 + x ≠ 0 := by positivity
  have hr : HasDerivAt (fun y : ℝ => (1 + y) / (1 - y)) (2 / (1 - x) ^ 2) x :=
    (((hasDerivAt_id' x).const_add 1).fun_div ((hasDerivAt_id' x).const_sub 1) hm).congr_deriv
      (by ring)
  have hsq : HasDerivAt (fun y : ℝ => y ^ 2) (2 * x) x := by simpa using hasDerivAt_pow 2 x
  have hg : HasDerivAt (fun y : ℝ => (1 - y ^ 2) / (4 * y)) (-(1 + x ^ 2) / (4 * x ^ 2)) x := by
    refine ((hsq.const_sub 1).fun_div ((hasDerivAt_id' x).const_mul 4)
      (by positivity)).congr_deriv ?_
    field_simp
    ring
  unfold exchangeF
  simp only [log_abs]
  refine ((hg.fun_mul (hr.log (div_ne_zero hq hm))).const_add (1 / 2)).congr_deriv ?_
  generalize log ((1 + x) / (1 - x)) = L
  field_simp
  ring


/-- The slope of the Hartree-Fock band is `x - c F'(x)` for `x > 0`, `x ≠ 1`. -/
theorem deriv_hfBand (c : ℝ) (hx : 0 < x) (h1 : x ≠ 1) :
    deriv (hfBand c) x = x - c * deriv exchangeF x := by
  have hF := (hasDerivAt_exchangeF hx h1).differentiableAt.hasDerivAt
  have hsq : HasDerivAt (fun y : ℝ => y ^ 2) (2 * x) x := by simpa using hasDerivAt_pow 2 x
  have hev : hfBand c =ᶠ[𝓝 x] fun y => y ^ 2 / 2 - c * exchangeF y := by
    filter_upwards [Ioi_mem_nhds hx] with y hy
    rw [hfBand, fockIntegral_eq hy]
    ring
  rw [(((hsq.div_const 2).fun_sub (hF.const_mul c)).congr_of_eventuallyEq hev).deriv]
  ring


/-- For exchange strength `c > 0` the Hartree-Fock density of states of the electron gas tends
to zero as the momentum approaches the Fermi momentum from either side. -/
theorem hfDos_tendsto_zero (hc : 0 < c) : Tendsto (hfDos c) (𝓝[≠] 1) (𝓝 0) := by
  have habs : Tendsto (fun x : ℝ => |1 - x|) (𝓝[≠] 1) (𝓝[>] 0) := by
    refine tendsto_nhdsWithin_iff.mpr ⟨?_, ?_⟩
    · have h : Continuous fun x : ℝ => |1 - x| := by fun_prop
      simpa using (h.tendsto 1).mono_left nhdsWithin_le_nhds
    · filter_upwards [self_mem_nhdsWithin] with x hx
      exact abs_pos.mpr (sub_ne_zero.mpr (Ne.symm hx))
  have hnum : Tendsto (fun x : ℝ => |1 + x|) (𝓝[≠] 1) (𝓝 |1 + 1|) :=
    ((by fun_prop : Continuous fun x : ℝ => |1 + x|).tendsto 1).mono_left nhdsWithin_le_nhds
  -- the logarithm diverges at the Fermi surface
  have hlog : Tendsto (fun x : ℝ => log |(1 + x) / (1 - x)|) (𝓝[≠] 1) atTop := by
    refine Real.tendsto_log_atTop.comp ?_
    simp only [abs_div]
    simp only [div_eq_mul_inv]
    exact hnum.pos_mul_atTop (by norm_num) (tendsto_inv_nhdsGT_zero.comp habs)
  have hA : Tendsto (fun x : ℝ => x - c / (2 * x)) (𝓝[≠] 1) (𝓝 (1 - c / (2 * 1))) :=
    (by fun_prop (disch := norm_num) : ContinuousAt (fun x : ℝ => x - c / (2 * x)) 1).tendsto.mono_left
      nhdsWithin_le_nhds
  have hB : Tendsto (fun x : ℝ => c * (1 + x ^ 2) / (4 * x ^ 2)) (𝓝[≠] 1)
      (𝓝 (c * (1 + 1 ^ 2) / (4 * 1 ^ 2))) :=
    (by fun_prop (disch := norm_num) :
      ContinuousAt (fun x : ℝ => c * (1 + x ^ 2) / (4 * x ^ 2)) 1).tendsto.mono_left
      nhdsWithin_le_nhds
  -- hence so does the slope of the band
  have hslope : Tendsto (deriv (hfBand c)) (𝓝[≠] 1) atTop := by
    refine (hA.add_atTop (hB.pos_mul_atTop (by positivity) hlog)).congr' ?_
    filter_upwards [self_mem_nhdsWithin, nhdsWithin_le_nhds (Ioi_mem_nhds one_pos)] with x h1 hx
    rw [deriv_hfBand c hx h1, (hasDerivAt_exchangeF hx h1).deriv]
    ring
  have hsq : Tendsto (fun x : ℝ => x ^ 2) (𝓝[≠] 1) (𝓝 (1 ^ 2)) :=
    ((continuous_pow 2).tendsto 1).mono_left nhdsWithin_le_nhds
  exact hsq.div_atTop (hslope.const_mul_atTop (by positivity))

end

end HartreeFockElectronGas
```

```lean
#print axioms HartreeFockElectronGas.hfDos_tendsto_zero
```

```
'HartreeFockElectronGas.hfDos_tendsto_zero' depends on axioms: [propext, Classical.choice, Quot.sound]
```

## How the Lean proof treats the singularity

`coulomb_angular_integral` applies the fundamental theorem of calculus to the angular logarithm; `hpos` supplies the positive denominator. In `radial_exchange_integral`, `hc` is the continuity of $G$, and `integral_eq_of_hasDerivAt_off_countable` permits the missing derivative at $p=x$. `fockIntegral_eq` combines the two integrals, ignoring that single point.

`hasDerivAt_exchangeF` is the product rule for $F$. `deriv_hfBand` carries it over to the band, because $I=2F$ holds throughout a neighbourhood of $x$. In `hfDos_tendsto_zero`, `hlog` is the divergence of $L$ and `hslope` that of $e'$; dividing the bounded numerator by the slope finishes the proof.

## What is fixed by definition, and what is proved

`fockIntegral` is the double integral $I$, `hfBand` is $e$, and `hfDos` is the density of states, with Lean's `deriv` as the slope. The closed form is therefore proved, not built into the band. The reduction of the exchange operator to this integral and the density-of-states formula enter as definitions. The strength $c$ is a free parameter in the file, and its physical value is not derived there.

The filter `𝓝[≠] 1` means that $x$ approaches 1 from both sides without reaching it, so nothing is asserted at the Fermi momentum itself. The limit is in momentum, not energy. The formula counts one momentum magnitude per energy, which presumes a monotonic band; the file establishes a positive slope only sufficiently near $x=1$. Screening, correlation, temperature and spin polarisation are absent from the model.
